# At fixed electron repulsion, the energy error of a single $(p_{1/2})^2$ configuration for $p^2$, $J=0$ shrinks as spin–orbit coupling grows

A code that represents the lowest $J=0$ level of a $p^2$ shell by the single configuration $(p_{1/2})^2$ puts that level too high. Without spin–orbit coupling, this level should have the energy of the $^3P$ term, but the truncation places it a third of the way up from $^3P$ to $^1S$. Strong spin–orbit coupling reduces the error, though only in inverse proportion to the coupling. A second-order correction doesn't repair the weak-coupling end either: at zero coupling it is twice the error it should remove.

## The error in closed form and a bound on it

Let $F>0$ be the Slater parameter of the electron repulsion, in the convention $F=F_2=F^2_{\text{radial}}/25$, where $F^2_{\text{radial}}$ is the radial Slater integral of order 2. Let $z\ge 0$ be the spin–orbit parameter of the $p$ shell. Up to a common additive energy, the $J=0$ Hamiltonian in the LS basis $(^3P_0,{}^1S_0)$ is

$$H=\begin{pmatrix}-5F-z & -\sqrt2\,z\\ -\sqrt2\,z & 10F\end{pmatrix}.$$

Let $E(z)$ be its lower eigenvalue. The configuration $(p_{1/2})^2$ has mean energy $-2z$, so its error is $\Delta(z)=-2z-E(z)$. With $w=3z+5F$ and $S=\sqrt{w^2+200F^2}$,

$$\Delta(z)=\frac{100F^2}{S+w},\qquad 0<\Delta(z)<\frac{50F^2}{3z+5F}.$$

The error equals $5F$ at $z=0$, decreases strictly for $z\ge0$, and satisfies $z\,\Delta(z)\to 50F^2/3$ as $z\to\infty$ at fixed $F$.

## Truncation thresholds and cancellation

A code depends on the size of $\Delta$ when it replaces the two-configuration $J=0$ block by its $(p_{1/2})^2$ diagonal element. Within this two-state model with fixed radial parameters, the bound gives a simple test for that step: the error is below a tolerance $\tau>0$ whenever $3z+5F\ge 50F^2/\tau$.

The closed form also matters in floating point. Subtracting the eigenvalue from $-2z$ gives $(S-w)/2$, a difference of two nearly equal numbers when $z\gg F$. The form $100F^2/(S+w)$ has only positive terms in its denominator and avoids that cancellation. It can serve as a reference value for a configuration-interaction routine that is given the same matrix.

## From the LS matrix to the jj error

The jj states with $J=0$ are

$$|a\rangle=\sqrt{\tfrac23}\,|^3P_0\rangle+\sqrt{\tfrac13}\,|^1S_0\rangle,\qquad
|b\rangle=\sqrt{\tfrac13}\,|^3P_0\rangle-\sqrt{\tfrac23}\,|^1S_0\rangle .$$

They are orthonormal. At $F=0$, applying $H$ gives $H|a\rangle=-2z|a\rangle$ and $H|b\rangle=z|b\rangle$. These are the spin–orbit energies of two $p_{1/2}$ electrons, at $-z$ each, and two $p_{3/2}$ electrons, at $z/2$ each. Hence $|a\rangle$ is $(p_{1/2})^2$ and $|b\rangle$ is $(p_{3/2})^2$.

With the repulsion restored, the matrix elements are

$$\langle a|H|a\rangle=\tfrac23(-5F-z)+\tfrac13(10F)-\tfrac43z=-2z,$$

$$\langle b|H|b\rangle=\tfrac13(-5F-z)+\tfrac23(10F)+\tfrac43z=5F+z,$$

$$\langle a|H|b\rangle=\tfrac{\sqrt2}{3}(-5F-z)-\tfrac{\sqrt2}{3}(10F)+\tfrac{\sqrt2}{3}z=-5\sqrt2\,F .$$

The part of the repulsion proportional to $F$ therefore cancels from the mean energy of $(p_{1/2})^2$, but it couples the two configurations. The rest of the repulsion is contained in the common additive energy.

A number $e$ is an eigenvalue exactly when $\det(H-e)=0$, that is,

$$(-5F-z-e)(10F-e)=2z^2 .$$

Expanding gives $e^2-(5F-z)e-50F^2-10Fz-2z^2=0$. Its discriminant is

$$(5F-z)^2+200F^2+40Fz+8z^2=(3z+5F)^2+200F^2=S^2,$$

so the lower root is $E(z)=(5F-z-S)/2$. Subtracting it from $-2z$ and rationalising gives

$$\Delta(z)=\frac{S-w}{2}=\frac{S^2-w^2}{2(S+w)}=\frac{100F^2}{S+w}.$$

The remaining statements follow from this expression:

- **Positivity and bound.** The numerator and denominator are positive. Since $S>w$, the denominator exceeds $2w$, so $\Delta<50F^2/w$. This is the second-order estimate: the squared coupling $50F^2$ over the gap $(5F+z)-(-2z)=3z+5F$.
- **Monotonicity.** As $z\ge0$ increases, $w$ increases strictly and $S$ does not decrease. The denominator therefore grows and $\Delta$ falls.
- **Strong coupling.** For $z>0$ put $t=F/z$. Then
$$z\,\Delta(z)=\frac{100F^2}{\sqrt{(3+5t)^2+200t^2}+3+5t}.$$
As $z\to\infty$, $t\to0$ and the right-hand side tends to $100F^2/6=50F^2/3$.

The case $z=0$ can be read directly from the LS matrix. The lowest level is pure $^3P_0$ at $-5F$, while $|a\rangle$ is two thirds $^3P_0$ and one third $^1S_0$, with mean energy $\tfrac23(-5F)+\tfrac13(10F)=0$. The error is $5F$, whereas the second-order estimate gives $10F$.

## The Lean file

```lean
import Mathlib

open Filter Topology Matrix

namespace PSquaredJZero

noncomputable section

/-- The `J = 0` Hamiltonian of `p²` in the LS basis `(³P₀, ¹S₀)`, with Slater parameter `F`
and spin-orbit parameter `z`, up to a common additive energy. -/
def hamiltonian (F z : ℝ) : Matrix (Fin 2) (Fin 2) ℝ :=
  !![-5 * F - z, -(√2 * z); -(√2 * z), 10 * F]

/-- The energy levels: the numbers `e` for which the Hamiltonian has a nonzero eigenvector. -/
def levels (F z : ℝ) : Set ℝ :=
  {e | ∃ v : Fin 2 → ℝ, v ≠ 0 ∧ hamiltonian F z *ᵥ v = e • v}

/-- The jj-coupled state `(p1/2)²`, written in the LS basis. -/
def pHalf : Fin 2 → ℝ := ![√2 / √3, 1 / √3]

/-- The jj-coupled state `(p3/2)²` with `J = 0`, written in the LS basis. -/
def pThreeHalves : Fin 2 → ℝ := ![1 / √3, -(√2 / √3)]

/-- The energy of the single configuration `(p1/2)²`: the expectation value of the full
Hamiltonian in that state. -/
def jjEnergy (F z : ℝ) : ℝ := pHalf ⬝ᵥ (hamiltonian F z *ᵥ pHalf)

/-- The lower root of the secular equation. -/
def lowerRoot (F z : ℝ) : ℝ :=
  (5 * F - z - √((3 * z + 5 * F) ^ 2 + 200 * F ^ 2)) / 2

/-- The action of the Hamiltonian on a state with LS amplitudes `a` and `b`. -/
theorem hamiltonian_mulVec (F z a b : ℝ) :
    hamiltonian F z *ᵥ ![a, b] =
      ![(-5 * F - z) * a - √2 * z * b, -(√2 * z) * a + 10 * F * b] := by
  ext i
  fin_cases i <;> simp [hamiltonian, Matrix.mulVec, dotProduct, Fin.sum_univ_two]
  ring

/-- The two jj states are orthonormal, and without electrostatic repulsion they are
eigenstates with energies `-2z` and `z`. -/
theorem jj_states (z : ℝ) :
    pHalf ⬝ᵥ pHalf = 1 ∧ pThreeHalves ⬝ᵥ pThreeHalves = 1 ∧ pHalf ⬝ᵥ pThreeHalves = 0 ∧
    hamiltonian 0 z *ᵥ pHalf = (-2 * z) • pHalf ∧
    hamiltonian 0 z *ᵥ pThreeHalves = z • pThreeHalves := by
  have h2 : √2 ^ 2 = (2 : ℝ) := Real.sq_sqrt (by norm_num)
  have h3 : (√3)⁻¹ ^ 2 = (1 / 3 : ℝ) := by
    rw [inv_pow, Real.sq_sqrt (by norm_num)]; norm_num
  have dot (a b c d : ℝ) : ![a, b] ⬝ᵥ ![c, d] = a * c + b * d := by
    simp [dotProduct, Fin.sum_univ_two]
  unfold pHalf pThreeHalves
  rw [dot, dot, dot, hamiltonian_mulVec, hamiltonian_mulVec]
  refine ⟨?_, ?_, by ring, ?_, ?_⟩
  · linear_combination (√3)⁻¹ ^ 2 * h2 + 3 * h3
  · linear_combination (√3)⁻¹ ^ 2 * h2 + 3 * h3
  · ext i
    fin_cases i
    · show (-5 * 0 - z) * (√2 / √3) - √2 * z * (1 / √3) = -2 * z * (√2 / √3)
      ring
    · show -(√2 * z) * (√2 / √3) + 10 * 0 * (1 / √3) = -2 * z * (1 / √3)
      linear_combination (-z * (√3)⁻¹) * h2
  · ext i
    fin_cases i
    · show (-5 * 0 - z) * (1 / √3) - √2 * z * (-(√2 / √3)) = z * (1 / √3)
      linear_combination (z * (√3)⁻¹) * h2
    · show -(√2 * z) * (1 / √3) + 10 * 0 * (-(√2 / √3)) = z * (-(√2 / √3))
      ring

/-- In the jj basis the full Hamiltonian has diagonal energies `-2z` and `5F + z`, and the
two configurations are coupled by `-5√2 F`. -/
theorem jj_matrix_elements (F z : ℝ) :
    jjEnergy F z = -2 * z ∧
    pThreeHalves ⬝ᵥ (hamiltonian F z *ᵥ pThreeHalves) = 5 * F + z ∧
    pHalf ⬝ᵥ (hamiltonian F z *ᵥ pThreeHalves) = -5 * √2 * F := by
  have h2 : √2 ^ 2 = (2 : ℝ) := Real.sq_sqrt (by norm_num)
  have h3 : (√3)⁻¹ ^ 2 = (1 / 3 : ℝ) := by
    rw [inv_pow, Real.sq_sqrt (by norm_num)]; norm_num
  have dot (a b c d : ℝ) : ![a, b] ⬝ᵥ ![c, d] = a * c + b * d := by
    simp [dotProduct, Fin.sum_univ_two]
  unfold jjEnergy pHalf pThreeHalves
  rw [hamiltonian_mulVec, hamiltonian_mulVec, dot, dot, dot]
  refine ⟨?_, ?_, ?_⟩
  · linear_combination ((√3)⁻¹ ^ 2 * (-5 * F - 3 * z)) * h2 + (-6 * z) * h3
  · linear_combination ((√3)⁻¹ ^ 2 * (2 * z + 10 * F)) * h2 + (15 * F + 3 * z) * h3
  · linear_combination (√2 * (√3)⁻¹ ^ 2 * z) * h2 + (-15 * F * √2) * h3

/-- The secular equation: `e` is a level exactly when it solves this quadratic equation. -/
theorem mem_levels_iff (F z e : ℝ) :
    e ∈ levels F z ↔ (-5 * F - z - e) * (10 * F - e) = 2 * z ^ 2 := by
  have h2 : √2 ^ 2 = (2 : ℝ) := Real.sq_sqrt (by norm_num)
  have hM : hamiltonian F z - e • (1 : Matrix (Fin 2) (Fin 2) ℝ) =
      !![-5 * F - z - e, -(√2 * z); -(√2 * z), 10 * F - e] := by
    ext i j
    fin_cases i <;> fin_cases j <;> simp [hamiltonian]
  have hdet : (hamiltonian F z - e • (1 : Matrix (Fin 2) (Fin 2) ℝ)).det =
      (-5 * F - z - e) * (10 * F - e) - 2 * z ^ 2 := by
    rw [hM, Matrix.det_fin_two_of]
    linear_combination (-z ^ 2) * h2
  -- a nonzero eigenvector exists exactly when the determinant vanishes
  rw [← sub_eq_zero, ← hdet, ← Matrix.exists_mulVec_eq_zero_iff]
  refine exists_congr fun v => and_congr_right fun _ => ?_
  rw [Matrix.sub_mulVec, Matrix.smul_mulVec, Matrix.one_mulVec, sub_eq_zero]

/-- The lower root of the secular equation is the lowest energy level. -/
theorem isLeast_lowerRoot (F z : ℝ) : IsLeast (levels F z) (lowerRoot F z) := by
  have hS := Real.sq_sqrt (show 0 ≤ (3 * z + 5 * F) ^ 2 + 200 * F ^ 2 by positivity)
  constructor
  · rw [mem_levels_iff]
    unfold lowerRoot
    linear_combination hS / 4
  · intro e he
    rw [mem_levels_iff] at he
    have hsq : (2 * e - (5 * F - z)) ^ 2 ≤ (3 * z + 5 * F) ^ 2 + 200 * F ^ 2 := by
      nlinarith [he]
    have h := (abs_le.mp (Real.abs_le_sqrt hsq)).1
    unfold lowerRoot
    linarith

/-- For `F > 0` and `z ≥ 0`, the error of the single jj configuration in closed form. -/
theorem error_formula {F z : ℝ} (hF : 0 < F) (hz : 0 ≤ z) :
    jjEnergy F z - lowerRoot F z =
      100 * F ^ 2 / (√((3 * z + 5 * F) ^ 2 + 200 * F ^ 2) + (3 * z + 5 * F)) := by
  have hS := Real.sq_sqrt (show 0 ≤ (3 * z + 5 * F) ^ 2 + 200 * F ^ 2 by positivity)
  rw [(jj_matrix_elements F z).1, eq_div_iff (by positivity)]
  unfold lowerRoot
  linear_combination hS / 2

/-- For `F > 0` and `z ≥ 0`, the single configuration `(p1/2)²` lies above the lowest level `e`,
by less than the second-order estimate: squared coupling over the jj energy gap. -/
theorem error_lt_second_order {F z e : ℝ} (hF : 0 < F) (hz : 0 ≤ z)
    (he : IsLeast (levels F z) e) :
    0 < jjEnergy F z - e ∧ jjEnergy F z - e < 50 * F ^ 2 / (3 * z + 5 * F) := by
  rw [he.unique (isLeast_lowerRoot F z), error_formula hF hz]
  have hF2 : 0 < F ^ 2 := by positivity
  have hw : 0 < 3 * z + 5 * F := by positivity
  have hlt : 3 * z + 5 * F < √((3 * z + 5 * F) ^ 2 + 200 * F ^ 2) :=
    Real.lt_sqrt_of_sq_lt (by linarith)
  refine ⟨by positivity, ?_⟩
  rw [div_lt_div_iff₀ (by positivity) hw]
  nlinarith [mul_pos hF2 (sub_pos.mpr hlt)]

/-- Let `F > 0` and let `E z` be the lowest `J = 0` level of `p²` for each `z ≥ 0`. The error of
the single configuration `(p1/2)²` is `5F` at `z = 0`, decreases strictly for `z ≥ 0`, and
multiplied by `z` tends to `50F²/3` as `z` grows. -/
theorem jj_error {F : ℝ} (hF : 0 < F) (E : ℝ → ℝ)
    (hE : ∀ z, 0 ≤ z → IsLeast (levels F z) (E z)) :
    jjEnergy F 0 - E 0 = 5 * F ∧
    StrictAntiOn (fun z => jjEnergy F z - E z) (Set.Ici 0) ∧
    Tendsto (fun z => z * (jjEnergy F z - E z)) atTop (𝓝 (50 * F ^ 2 / 3)) := by
  have hroot : ∀ z, 0 ≤ z → E z = lowerRoot F z := fun z hz =>
    (hE z hz).unique (isLeast_lowerRoot F z)
  refine ⟨?_, ?_, ?_⟩
  · have h15 : √((3 * 0 + 5 * F) ^ 2 + 200 * F ^ 2) = 15 * F := by
      rw [show (3 * 0 + 5 * F) ^ 2 + 200 * F ^ 2 = (15 * F) ^ 2 by ring,
        Real.sqrt_sq (by positivity)]
    rw [hroot 0 le_rfl, (jj_matrix_elements F 0).1]
    unfold lowerRoot
    rw [h15]
    ring
  · -- the denominator of the closed form grows with `z`
    intro x hx y hy hxy
    have hx0 : 0 ≤ x := hx
    have hy0 : 0 ≤ y := hy
    show jjEnergy F y - E y < jjEnergy F x - E x
    rw [hroot x hx0, hroot y hy0, error_formula hF hx0, error_formula hF hy0]
    have hS : √((3 * x + 5 * F) ^ 2 + 200 * F ^ 2) ≤ √((3 * y + 5 * F) ^ 2 + 200 * F ^ 2) := by
      apply Real.sqrt_le_sqrt
      gcongr
    exact div_lt_div_of_pos_left (by positivity) (by positivity) (by linarith)
  · -- the scaled error is a continuous function of `t = F / z`
    let g : ℝ → ℝ := fun t =>
      100 * F ^ 2 / (√((3 + 5 * t) ^ 2 + 200 * t ^ 2) + (3 + 5 * t))
    have h9 : √((3 + 5 * (0 : ℝ)) ^ 2 + 200 * 0 ^ 2) = 3 := by
      rw [show (3 + 5 * (0 : ℝ)) ^ 2 + 200 * 0 ^ 2 = 3 ^ 2 by norm_num,
        Real.sqrt_sq (by norm_num)]
    have hg0 : g 0 = 50 * F ^ 2 / 3 := by
      show 100 * F ^ 2 / (√((3 + 5 * (0 : ℝ)) ^ 2 + 200 * 0 ^ 2) + (3 + 5 * 0)) = _
      rw [h9]
      ring
    have hg : ContinuousAt g 0 := by
      refine ContinuousAt.div continuousAt_const (by fun_prop) ?_
      rw [h9]
      norm_num
    have ht : Tendsto (fun z : ℝ => F / z) atTop (𝓝 0) :=
      tendsto_const_nhds.div_atTop tendsto_id
    rw [← hg0]
    refine (hg.tendsto.comp ht).congr' ?_
    filter_upwards [eventually_gt_atTop (0 : ℝ)] with z hz
    have hin : (3 * z + 5 * F) ^ 2 + 200 * F ^ 2 =
        z ^ 2 * ((3 + 5 * (F / z)) ^ 2 + 200 * (F / z) ^ 2) := by
      field_simp
    have hden : √((3 * z + 5 * F) ^ 2 + 200 * F ^ 2) + (3 * z + 5 * F) =
        z * (√((3 + 5 * (F / z)) ^ 2 + 200 * (F / z) ^ 2) + (3 + 5 * (F / z))) := by
      rw [hin, Real.sqrt_mul (sq_nonneg z), Real.sqrt_sq hz.le]
      have hzF : z * (F / z) = F := mul_div_cancel₀ F hz.ne'
      linear_combination (-5) * hzF
    rw [hroot z hz.le, error_formula hF hz.le, hden, ← mul_div_assoc,
      mul_div_mul_left _ _ hz.ne']
    rfl

end

end PSquaredJZero
```

```lean
#print axioms PSquaredJZero.jj_states
#print axioms PSquaredJZero.error_lt_second_order
#print axioms PSquaredJZero.jj_error
```

```
'PSquaredJZero.jj_states' depends on axioms: [propext, Classical.choice, Quot.sound]
'PSquaredJZero.error_lt_second_order' depends on axioms: [propext, Classical.choice, Quot.sound]
'PSquaredJZero.jj_error' depends on axioms: [propext, Classical.choice, Quot.sound]
```

## What is established about the matrix, and what is taken as input

**The statement in words.** `hamiltonian F z` is the real matrix $H$, with index 0 for $^3P_0$ and index 1 for $^1S_0$. `levels F z` is the set of numbers that have a nonzero real eigenvector. The vectors `pHalf` and `pThreeHalves` are $|a\rangle$ and $|b\rangle$, and `jjEnergy F z` is the expectation value $\langle a|H|a\rangle$. Its value $-2z$ is proved from that definition.

The main theorem, `jj_error`, takes $F>0$ and any function `E` such that `E z` is the least element of `levels F z` for every $z\ge0$. Such a function exists, because `isLeast_lowerRoot` supplies the least level explicitly. The conclusion has three parts: the value $5F$ at zero, strict decrease on `Set.Ici 0` (the half-line $z\ge0$), and the limit along `atTop` ($z\to\infty$). The two-sided bound is the separate theorem `error_lt_second_order`. Strict decrease requires $F\ne0$, since at $F=0$ the error is zero for every $z\ge0$.

**The proof.** `hamiltonian_mulVec` writes out the action of $H$ on two amplitudes. `jj_states` and `jj_matrix_elements` use it to check the jj basis; their `linear_combination` steps insert $(\sqrt2)^2=2$ and $(1/\sqrt3)^2=1/3$ into the algebra above.

`mem_levels_iff` obtains the secular equation from the fact that a matrix sends some nonzero vector to zero exactly when its determinant vanishes. `isLeast_lowerRoot` first checks that the lower root solves this equation. For any other level $e$, it then shows $(2e-(5F-z))^2\le S^2$, so $2e-(5F-z)\ge -S$, which places $e$ at or above the lower root.

`error_formula` proves the rationalised form by clearing the denominator and using the defining equation of $S^2$. `error_lt_second_order` adds $S>w$ and compares the two fractions. In `jj_error`, uniqueness of a least element identifies `E z` with `lowerRoot F z`. Strict decrease then comes from comparing denominators, and the limit from continuity at $t=0$ of the function `g`, which is the scaled error written in $t=F/z$.

**Physical input.** The matrix $H$ is a definition. Its entries are not derived in the file from the two-electron Coulomb and spin–orbit operators, so the proofs do not establish that $F$ and $z$ are the physical parameters in the stated conventions. A code's parameters have to be converted to these conventions before its results are compared with the formulas. The parameter $F$ stands for the part of the repulsion that separates the LS terms, and $z$ for the strength of the one-electron spin–orbit interaction.

The model uses one set of radial parameters for $p_{1/2}$ and $p_{3/2}$ electrons and admits no configurations from other shells. A relativistic code with different radial functions for the two subshells works with a different matrix, for which these formulas are only a guide. The theorems concern real numbers, so the rounding error of an implementation needs its own analysis.
